# Infinitely many core pseudopotentials keep the valence energies of a real symmetric Hamiltonian matrix

In a Gaussian-basis calculation on a heavy atom, the core electrons are often replaced by an effective potential acting on the valence orbitals. Suppose such a potential reproduces every valence energy of a reference calculation. Has it thereby been determined? For a one-electron Hamiltonian in a finite basis, with valence orbitals orthogonal to the core, the problems below show that it has not, so a fit of an effective core potential to valence energies alone leaves freedom in this model.

## Orbitals, energies and the core potential

Orbitals are real coefficient vectors in a finite orthonormal basis, and the Hamiltonian is a real matrix H. In Lean, `n` labels the basis functions and `k` the core orbitals.

```lean
import Mathlib

open Matrix

namespace PseudopotentialNonuniqueness

variable {n k : Type*} [Fintype n] [DecidableEq n] [Fintype k] [DecidableEq k]
```

An energy is a real eigenvalue with a nonzero eigenvector. The definition records no multiplicity and no position in the spectrum.

```lean
/-- The number `E` is an energy of the matrix `A`: some nonzero vector `x` satisfies
`A x = E x`. -/
def IsEnergy (A : Matrix n n ℝ) (E : ℝ) : Prop :=
  ∃ x : n → ℝ, x ≠ 0 ∧ A *ᵥ x = E • x
```

Let c_i be the core vectors and f_i arbitrary real vectors, one for each core label i. The core potential is

W = Σ_i c_i f_iᵀ.

It is in general non-local and non-symmetric. The local and semilocal forms used for effective core potentials are not modelled, and neither are electron interaction and self-consistency.

```lean
/-- The core potential `W = ∑ i, c_i f_iᵀ` built from core vectors `c_i` and
vectors `f_i`. -/
def corePotential (c f : k → n → ℝ) : Matrix n n ℝ :=
  Matrix.of fun p q => ∑ i, c i p * f i q
```

When the core vectors are eigenvectors of H with energies ε_i, a small matrix K on the core labels will also be needed:

K_ij = ε_i δ_ij + f_i·c_j.

```lean
/-- The small core matrix `K_ij = ε_i δ_ij + f_i · c_j`. -/
def coreBlock (ε : k → ℝ) (c f : k → n → ℝ) : Matrix k k ℝ :=
  Matrix.diagonal ε + Matrix.of fun i j => f i ⬝ᵥ c j
```

## (a) The action of W on an orbital

**Task.** Show that W sends every vector x into the span of the core vectors:

W x = Σ_i (f_i·x) c_i.

**Solution.** Component p of W x is Σ_q Σ_i (c_i)_p (f_i)_q x_q. Summing over q first gives Σ_i (f_i·x) (c_i)_p. In Lean, `*ᵥ` is matrix times vector, `⬝ᵥ` is the dot product, and `Finset.sum_comm` exchanges the sums.

```lean
omit [DecidableEq n] [DecidableEq k] in
/-- The core potential sends every vector `x` to the combination `∑ i, (f_i · x) c_i` of
core vectors. -/
theorem corePotential_mulVec (c f : k → n → ℝ) (x : n → ℝ) :
    corePotential c f *ᵥ x = ∑ i, (f i ⬝ᵥ x) • c i := by
  ext p
  simp only [corePotential, mulVec, dotProduct, Matrix.of_apply, Finset.sum_apply,
    Pi.smul_apply, smul_eq_mul, Finset.sum_mul]
  rw [Finset.sum_comm]
  exact Finset.sum_congr rfl fun i _ => Finset.sum_congr rfl fun q _ => by ring
```

## (b) A valence vector acting from the left

**Task.** Let v be orthogonal to every c_i. Show that

vᵀ W = 0.

**Solution.** Multiplying out gives vᵀ W = Σ_i (c_i·v) f_iᵀ, and every coefficient vanishes. From the right, W v = Σ_i (f_i·v) c_i is usually nonzero, so v itself need not remain an eigenvector. The row product vᵀ W is written `v ᵥ* corePotential c f`.

```lean
omit [DecidableEq n] [DecidableEq k] in
/-- A vector orthogonal to all core vectors is annihilated by the core potential when it
acts from the left. -/
theorem vecMul_corePotential (c f : k → n → ℝ) (v : n → ℝ)
    (hv : ∀ i, c i ⬝ᵥ v = 0) : v ᵥ* corePotential c f = 0 := by
  ext q
  calc (v ᵥ* corePotential c f) q = ∑ i, (c i ⬝ᵥ v) * f i q := by
        simp only [corePotential, vecMul, dotProduct, Matrix.of_apply, Finset.mul_sum,
          Finset.sum_mul]
        rw [Finset.sum_comm]
        exact Finset.sum_congr rfl fun i _ => Finset.sum_congr rfl fun p _ => by ring
    _ = 0 := by simp [hv]
```

## (c) The valence energy

**Task.** Let H be symmetric, H v = E v with v ≠ 0, and c_i·v = 0 for all i. Show that, for any f_i, some x ≠ 0 satisfies

(H + W) x = E x.

**Solution.** Transposing H v = E v and using Hᵀ = H gives vᵀ H = E vᵀ. With (b),

vᵀ (H + W − E·1) = 0.

A square matrix with a nonzero left null vector has determinant zero, and therefore also a nonzero right null vector x. This is the required eigenvector.

The core vectors need not be normalised, mutually orthogonal or eigenvectors of H. In the proof, `hl` is the transposed eigenvalue equation, `hz` the null-vector equation and `hdet` the vanishing secular determinant.

```lean
omit [DecidableEq k] in
/-- If `H` is symmetric, the energy of every eigenvector orthogonal to all core vectors is
also an energy of `H + ∑ i, c_i f_iᵀ`, whatever the vectors `f_i`. -/
theorem valence_energy_preserved (H : Matrix n n ℝ) (hH : H.IsSymm) (c f : k → n → ℝ)
    (v : n → ℝ) (E : ℝ) (hv0 : v ≠ 0) (hv : H *ᵥ v = E • v)
    (horth : ∀ i, c i ⬝ᵥ v = 0) : IsEnergy (H + corePotential c f) E := by
  -- by symmetry, `v` is a left eigenvector of `H`, and the core potential does not change that
  have hl : v ᵥ* H = E • v := by rw [← Matrix.mulVec_transpose, hH.eq, hv]
  have hz : v ᵥ* (H + corePotential c f - E • (1 : Matrix n n ℝ)) = 0 := by
    rw [Matrix.vecMul_sub, Matrix.vecMul_add, hl, vecMul_corePotential c f v horth,
      Matrix.vecMul_smul, Matrix.vecMul_one, add_zero, sub_self]
  -- the secular determinant vanishes, so there is a right eigenvector as well
  have hdet := Matrix.exists_vecMul_eq_zero_iff.mp ⟨v, hv0, hz⟩
  obtain ⟨x, hx0, hx⟩ := Matrix.exists_mulVec_eq_zero_iff.mpr hdet
  refine ⟨x, hx0, ?_⟩
  rw [Matrix.sub_mulVec, Matrix.smul_mulVec, Matrix.one_mulVec] at hx
  exact sub_eq_zero.mp hx
```

The passage from left to right uses two Mathlib equivalences. `Matrix.exists_vecMul_eq_zero_iff` says that a nonzero left null vector exists exactly when the determinant is zero, and `Matrix.exists_mulVec_eq_zero_iff` says the same for right null vectors. The proof reads the first forwards (`.mp`), with v as the witness, and the second backwards (`.mpr`), which returns x without a formula for it.

## (d) A whole family of potentials

**Task.** Let H be symmetric and at least one core vector nonzero. Find infinitely many symmetric W of the form above, each of which keeps all valence energies at once: for every pair (E, v) as in (c),

(H + W) x = E x for some x ≠ 0.

**Solution.** Take f_i = t c_i with t real, so that

W_t = t Σ_i c_i c_iᵀ.

This is symmetric, and (c) applies to every valence pair. Different t give different matrices: choose a component p in which some core vector is nonzero; then (W_t)_pp = t Σ_i (c_i)_p², where the sum is positive, so this entry determines t. If all core vectors were zero, W = 0 would be the only choice.

For orthonormal core eigenvectors, W_t is a level shift that moves each ε_i to ε_i + t. Transposing (b) shows that every symmetric W of the form above gives W v = 0, so v itself stays an eigenvector with energy E. Only a non-symmetric W can change this. Lean applies `Set.infinite_of_injective_forall_mem` to the map t ↦ W_t; its two goals are injectivity and membership in the set.

```lean
omit [DecidableEq k] in
/-- If `H` is symmetric and some core vector is nonzero, infinitely many symmetric core
potentials `∑ i, c_i f_iᵀ` preserve the energies of all eigenvectors of `H` orthogonal to the
core vectors. -/
theorem infinitely_many_potentials (H : Matrix n n ℝ) (hH : H.IsSymm) (c : k → n → ℝ)
    (i₀ : k) (hc : c i₀ ≠ 0) :
    Set.Infinite {W : Matrix n n ℝ | (∃ f, W = corePotential c f) ∧ W.IsSymm ∧
      ∀ (E : ℝ) (v : n → ℝ), v ≠ 0 → H *ᵥ v = E • v → (∀ i, c i ⬝ᵥ v = 0) →
        IsEnergy (H + W) E} := by
  -- the choices `f_i = t c_i` already give an infinite family
  apply Set.infinite_of_injective_forall_mem
    (f := fun t : ℝ => corePotential c (fun i => t • c i))
  · intro t s hts
    obtain ⟨p, hp⟩ := Function.ne_iff.mp hc
    have hS : 0 < ∑ i, c i p * c i p :=
      Finset.sum_pos' (fun i _ => mul_self_nonneg _)
        ⟨i₀, Finset.mem_univ _, mul_self_pos.mpr hp⟩
    have e : ∀ r : ℝ, corePotential c (fun i => r • c i) p p = r * ∑ i, c i p * c i p := by
      intro r
      simp only [corePotential, Matrix.of_apply, Pi.smul_apply, smul_eq_mul, Finset.mul_sum]
      exact Finset.sum_congr rfl fun i _ => by ring
    have h2 : corePotential c (fun i => t • c i) p p
        = corePotential c (fun i => s • c i) p p := congrFun (congrFun hts p) p
    rw [e, e] at h2
    exact mul_right_cancel₀ hS.ne' h2
  · intro t
    refine ⟨⟨_, rfl⟩, ?_, fun E v h0 hv ho =>
      valence_energy_preserved H hH c _ v E h0 hv ho⟩
    ext p q
    simp only [corePotential, Matrix.transpose_apply, Matrix.of_apply, Pi.smul_apply,
      smul_eq_mul]
    exact Finset.sum_congr rfl fun i _ => by ring
```

## (e) A determinant identity

**Task.** Let A and B be square matrices, and let C and F be rectangular matrices of matching sizes with A C = C B. Show that

det(A − C F) det B = det A det(B − F C).

**Solution.** Write block matrices row by row, with rows separated by a semicolon. Since −A C + C B = 0,

[A, C; F, 1] [1, −C; 0, B] = [A, 0; F, B − F C].

The first factor has determinant det(A − C F), by elimination of its unit block. The second has determinant det B, and the product has determinant det A det(B − F C). The block equation is `hb` in Lean, and `hd` takes determinants of both sides.

```lean
/-- If `A C = C B`, then `det (A - C F) det B = det A det (B - F C)`. -/
theorem det_intertwine (A : Matrix n n ℝ) (B : Matrix k k ℝ) (C : Matrix n k ℝ)
    (F : Matrix k n ℝ) (h : A * C = C * B) :
    (A - C * F).det * B.det = A.det * (B - F * C).det := by
  have hb : fromBlocks A C F 1 * fromBlocks 1 (-C) 0 B
      = fromBlocks A 0 F (B - F * C) := by
    rw [Matrix.fromBlocks_multiply, Matrix.mul_neg, Matrix.mul_neg, h]
    simp [neg_add_eq_sub]
  have hd := congrArg Matrix.det hb
  rwa [Matrix.det_mul, Matrix.det_fromBlocks_one₂₂, Matrix.det_fromBlocks_zero₂₁,
    Matrix.det_fromBlocks_zero₁₂, Matrix.det_one, one_mul] at hd
```

## (f) What replaces the core levels

**Task.** Let H c_j = ε_j c_j for all j. Show that for every real z

det(z·1 − H − W) ∏_j (z − ε_j) = det(z·1 − H) det(z·1 − K).

**Solution.** In (e), put A = z·1 − H and B = diag(z − ε_j), and let C have the columns c_j and F the rows f_i. The core equations give A C = C B. Moreover C F = W, and (F C)_ij = f_i·c_j, so B − F C = z·1 − K. These three facts are `hAC`, `hW` and `hK`.

For orthonormal core eigenvectors, the core factor in the secular determinant of H is thus exchanged for that of K. The eigenvalues of K may lie below the valence levels, so a preserved valence energy need not be the lowest level of H + W. With two or more core vectors, they may also lie off the real axis.

```lean
/-- If `H c_j = ε_j c_j` for all `j`, then the secular determinant of `H + ∑ i, c_i f_iᵀ` at `z`
times `∏ j, (z - ε_j)` equals the secular determinant of `H` times that of the small core matrix,
both at `z`. -/
theorem secular_determinant (H : Matrix n n ℝ) (ε : k → ℝ) (c f : k → n → ℝ)
    (hcore : ∀ j, H *ᵥ c j = ε j • c j) (z : ℝ) :
    (z • (1 : Matrix n n ℝ) - (H + corePotential c f)).det * ∏ j, (z - ε j)
      = (z • (1 : Matrix n n ℝ) - H).det
        * (z • (1 : Matrix k k ℝ) - coreBlock ε c f).det := by
  have hAC : (z • (1 : Matrix n n ℝ) - H) * (Matrix.of c)ᵀ
      = (Matrix.of c)ᵀ * Matrix.diagonal (fun j => z - ε j) := by
    ext p j
    have h1 : (H * (Matrix.of c)ᵀ) p j = ε j * c j p := by
      simpa [Matrix.mul_apply, mulVec, dotProduct] using congrFun (hcore j) p
    rw [Matrix.sub_mul, Matrix.smul_mul, Matrix.one_mul, Matrix.sub_apply, h1,
      Matrix.mul_diagonal, Matrix.smul_apply]
    simp only [Matrix.transpose_apply, Matrix.of_apply, smul_eq_mul]
    ring
  have hW : (Matrix.of c)ᵀ * Matrix.of f = corePotential c f := by
    ext p q
    simp [corePotential, Matrix.mul_apply]
  have hK : Matrix.diagonal (fun j => z - ε j) - Matrix.of f * (Matrix.of c)ᵀ
      = z • (1 : Matrix k k ℝ) - coreBlock ε c f := by
    ext i j
    rcases eq_or_ne i j with rfl | hij
    · simp [coreBlock, Matrix.mul_apply, dotProduct, sub_sub]
    · simp [coreBlock, Matrix.mul_apply, dotProduct, hij]
  have h := det_intertwine _ _ _ (Matrix.of f) hAC
  rwa [hW, hK, Matrix.det_diagonal, sub_sub] at h
```

## (g) The pseudo-orbital

**Task.** Keep the core equations of (f), and let v ≠ 0 satisfy H v = E v and be orthogonal to all c_i. If det(E·1 − K) ≠ 0, find coefficients a_j such that

x = v + Σ_j a_j c_j, x ≠ 0, (H + W) x = E x.

**Solution.** By (a),

(H + W) x = E v + Σ_i (ε_i a_i + f_i·x) c_i.

It is enough that ε_i a_i + f_i·x = E a_i for each i, which rearranges to

Σ_j (E δ_ij − K_ij) a_j = f_i·v.

The determinant condition makes this system solvable. Since v·x = v·v ≠ 0, the vector x is nonzero. Symmetry of H is not used here.

Lean obtains `a` from the inverse of E·1 − K, and `key` is the equation for each i. The last two bullets prove x ≠ 0 and the eigenvalue equation.

```lean
omit [DecidableEq n] in
/-- Let the core vectors be eigenvectors of `H` and `v` a nonzero eigenvector orthogonal to
them, with energy `E`. If `E` is not an eigenvalue of the small core matrix, then `H + W` has
an eigenvector of energy `E` that is `v` plus a combination of core vectors. -/
theorem exists_pseudoOrbital (H : Matrix n n ℝ) (ε : k → ℝ) (c f : k → n → ℝ)
    (hcore : ∀ j, H *ᵥ c j = ε j • c j) (v : n → ℝ) (E : ℝ) (hv0 : v ≠ 0)
    (hv : H *ᵥ v = E • v) (horth : ∀ i, c i ⬝ᵥ v = 0)
    (hdet : (E • (1 : Matrix k k ℝ) - coreBlock ε c f).det ≠ 0) :
    ∃ a : k → ℝ, v + ∑ j, a j • c j ≠ 0 ∧
      (H + corePotential c f) *ᵥ (v + ∑ j, a j • c j) = E • (v + ∑ j, a j • c j) := by
  -- solve the small linear system for the core admixture
  obtain ⟨a, ha⟩ : ∃ a : k → ℝ,
      (E • (1 : Matrix k k ℝ) - coreBlock ε c f) *ᵥ a = fun i => f i ⬝ᵥ v :=
    ⟨(E • (1 : Matrix k k ℝ) - coreBlock ε c f)⁻¹ *ᵥ fun i => f i ⬝ᵥ v, by
      rw [Matrix.mulVec_mulVec, Matrix.mul_nonsing_inv _ (isUnit_iff_ne_zero.mpr hdet),
        Matrix.one_mulVec]⟩
  have key : ∀ i, ε i * a i + f i ⬝ᵥ (v + ∑ j, a j • c j) = E * a i := by
    intro i
    have h := congrFun ha i
    have hF : ((Matrix.of fun i j => f i ⬝ᵥ c j) *ᵥ a) i = ∑ j, (f i ⬝ᵥ c j) * a j := rfl
    rw [coreBlock, Matrix.sub_mulVec, Matrix.add_mulVec, Matrix.smul_mulVec,
      Matrix.one_mulVec, Pi.sub_apply, Pi.add_apply, hF, Matrix.mulVec_diagonal,
      Pi.smul_apply, smul_eq_mul] at h
    have hs : f i ⬝ᵥ (∑ j, a j • c j) = ∑ j, (f i ⬝ᵥ c j) * a j := by
      rw [dotProduct_sum]
      exact Finset.sum_congr rfl fun j _ => by rw [dotProduct_smul, smul_eq_mul, mul_comm]
    rw [dotProduct_add, hs]
    linarith
  refine ⟨a, fun h0 => hv0 ?_, ?_⟩
  · -- the overlap with `v` is `v · v`, so the new vector cannot vanish
    have h := congrArg (fun x => v ⬝ᵥ x) h0
    have hs : v ⬝ᵥ (∑ j, a j • c j) = 0 := by
      rw [dotProduct_sum]
      exact Finset.sum_eq_zero fun j _ => by
        rw [dotProduct_smul, dotProduct_comm, horth, smul_zero]
    simp only [dotProduct_add, hs, add_zero, dotProduct_zero] at h
    exact dotProduct_self_eq_zero.mp h
  · have hHc : H *ᵥ (∑ j, a j • c j) = ∑ j, a j • (ε j • c j) := by
      rw [← Matrix.mulVecLin_apply, map_sum]
      exact Finset.sum_congr rfl fun j _ => by
        rw [map_smul, Matrix.mulVecLin_apply, hcore]
    rw [Matrix.add_mulVec, corePotential_mulVec, Matrix.mulVec_add, hv, hHc, smul_add,
      Finset.smul_sum, add_assoc, ← Finset.sum_add_distrib]
    congr 1
    refine Finset.sum_congr rfl fun i _ => ?_
    rw [smul_smul, smul_smul, ← add_smul, ← key i, mul_comm (a i)]
```

## (h) Two levels

**Task.** Let H = [0, −1; −1, 0], c = (1, 1), v = (1, −1) and f = (1, 0), with core energy −1 and E = 1. Verify the conditions of (g):

H c = −c, H v = v, v ≠ 0, c·v = 0, det(1 − K) ≠ 0.

**Solution.** The first four follow by direct multiplication and inspection. The single entry of K is −1 + f·c = 0, so the determinant is 1.

The system in (g) then reads a = f·v = 1, giving x = (2, 0), or (1, 0) when normalised. The normalised orbitals are c = (1, 1)/√2 and v = (1, −1)/√2; W is unchanged if f becomes (√2, 0). The pseudo-orbital has the old valence energy but sits entirely on the first basis function.

With f = (2, 0) instead, K = 1 = E and the system reads 0·a = 2. The energy 1 survives, as (c) requires, but its eigenvector is c, with no valence part.

The Lean statement lists the conditions together with the symmetry of H. The matrix and vector equations are checked entry by entry, v ≠ 0 from its first entry, and the dot product and the determinant by direct evaluation.

```lean
/-- The two-level matrix with coupling `-1`, core vector `(1, 1)`, valence vector `(1, -1)`
and `f = (1, 0)` meets all hypotheses of `exists_pseudoOrbital`, and the matrix is symmetric. -/
theorem twoLevel_witness :
    (!![0, -1; -1, 0] : Matrix (Fin 2) (Fin 2) ℝ).IsSymm ∧
    (!![0, -1; -1, 0] : Matrix (Fin 2) (Fin 2) ℝ) *ᵥ ![1, 1] = (-1 : ℝ) • ![1, 1] ∧
    (!![0, -1; -1, 0] : Matrix (Fin 2) (Fin 2) ℝ) *ᵥ ![1, -1] = (1 : ℝ) • ![1, -1] ∧
    (![1, -1] : Fin 2 → ℝ) ≠ 0 ∧
    (![1, 1] : Fin 2 → ℝ) ⬝ᵥ ![1, -1] = 0 ∧
    ((1 : ℝ) • (1 : Matrix (Fin 1) (Fin 1) ℝ)
      - coreBlock (fun _ => -1) (fun _ => ![1, 1]) (fun _ => ![(1 : ℝ), 0])).det ≠ 0 := by
  refine ⟨?_, ?_, ?_, ?_, ?_, ?_⟩
  · ext i j
    fin_cases i <;> fin_cases j <;> simp
  · ext i
    fin_cases i <;> simp [mulVec, dotProduct, Fin.sum_univ_two]
  · ext i
    fin_cases i <;> simp [mulVec, dotProduct, Fin.sum_univ_two]
  · intro h
    simpa using congrFun h 0
  · simp [dotProduct, Fin.sum_univ_two]
  · simp [coreBlock, Matrix.det_unique, dotProduct, Fin.sum_univ_two]

end PseudopotentialNonuniqueness
```

```lean
#print axioms PseudopotentialNonuniqueness.infinitely_many_potentials
#print axioms PseudopotentialNonuniqueness.secular_determinant
#print axioms PseudopotentialNonuniqueness.exists_pseudoOrbital
```

```
'PseudopotentialNonuniqueness.infinitely_many_potentials' depends on axioms: [propext, Classical.choice, Quot.sound]
'PseudopotentialNonuniqueness.secular_determinant' depends on axioms: [propext, Classical.choice, Quot.sound]
'PseudopotentialNonuniqueness.exists_pseudoOrbital' depends on axioms: [propext, Classical.choice, Quot.sound]
```

## Non-orthogonal basis functions

Gaussian basis functions usually overlap, and the eigenvalue equation becomes H v = E S v with a symmetric overlap matrix S. Orthogonality to the core now means c_iᵀ S v = 0. Taking W = Σ_i (S c_i) f_iᵀ, the argument of (c) gives vᵀ (H + W − E S) = 0, and hence a nonzero x with (H + W) x = E S x.
